# For a normalised eigenvector (c, s) of diag(0, D) + V, |D| |c| |s| is at most the operator norm of V

Take two levels with energies 0 and D, and ask how strong a perturbation V must be for the equal mixture x = (1, 1)/√2 to become an eigenvector. If the eigenvalue is E, then V has to supply whatever the bare Hamiltonian does not:

V x = E x − diag(0, D) x = (E, E − D)/√2.

For real E, the squared length of this vector is

(E² + (E − D)²)/2 = D²/4 + (E − D/2)².

No choice of E brings it below D²/4, so V must stretch some unit vector to length |D|/2 or more. The value |D|/2 is enough: V = diag(D/2, −D/2) has exactly that norm and makes the two levels degenerate, after which every state is an eigenvector, x included.

The same mechanism works for any mixing. A superposition of levels with different energies is not stationary under the bare Hamiltonian, and V has to cancel the mismatch.

```lean
import Mathlib

open Matrix
open scoped InnerProductSpace

namespace EigenvectorRotationBound

noncomputable section
```

## Two levels and the size of a perturbation

The bare Hamiltonian is H₀ = diag(0, D) with D real. Setting the lower-index energy to zero only shifts the origin of energy, and D may have either sign. Lean numbers the components 0 and 1, so a state ![c, s] has amplitude c on level 0 and s on level 1.

```lean
/-- The unperturbed two-level Hamiltonian with energies `0` and `D`. -/
def bareH (D : ℝ) : Matrix (Fin 2) (Fin 2) ℂ := !![0, 0; 0, (D : ℂ)]
```

The size of V is its operator norm, the largest length that V gives to a unit vector:

‖V‖ = max of |V x| over |x| = 1, where |x|² = |x₀|² + |x₁|².

For a Hermitian V this is the largest absolute eigenvalue. The matrix V is an arbitrary complex 2 by 2 matrix here; the bound needs no Hermiticity.

```lean
/-- The operator norm of a matrix acting on two-component states with the Euclidean norm. -/
def opNorm (V : Matrix (Fin 2) (Fin 2) ℂ) : ℝ :=
  ‖Matrix.toEuclideanCLM (n := Fin 2) (𝕜 := ℂ) V‖
```

The definition turns on `Matrix.toEuclideanCLM`. A bare function `Fin 2 → ℂ` carries the maximum norm in Mathlib, which is not the norm of quantum mechanics. `toEuclideanCLM` reads the matrix as a continuous linear map on Euclidean space, and the norm of such a map is the operator norm wanted here. Two general facts then become available: `le_opNorm`, which bounds the length of V x by ‖V‖ |x|, and `opNorm_le_bound`, which bounds ‖V‖ once every such length is controlled. The first gives the inequality and the second its sharpness.

## A perturbation built to produce a given mixing

To see whether the bound can be attained, fix real c and s with c² + s² = 1 and look for the cheapest V that makes x = (c, s) an eigenvector. Choose as eigenvalue the mean bare energy, E = D s². Then

V x = (D s² c, (D s² − D) s) = D c s (s, −c).

This vector is orthogonal to x and has length |D| |c| |s|. It remains to find a Hermitian matrix that sends (c, s) to (s, −c) without stretching any other vector. A real symmetric traceless matrix has the right shape:

T(a, b) = [[a, b], [b, −a]].

```lean
/-- The real symmetric traceless matrix with diagonal `a, -a` and coupling `b`. -/
def traceless (a b : ℝ) : Matrix (Fin 2) (Fin 2) ℂ :=
  !![(a : ℂ), (b : ℂ); (b : ℂ), -(a : ℂ)]
```

With a = 2cs and b = s² − c², the two components of T x are

2cs · c + (s² − c²) s = s (c² + s²) = s,
(s² − c²) c − 2cs · s = −c (c² + s²) = −c.

Multiplying this matrix by D c s gives the perturbation sought. At c = s = 1/√2 it is the diag(D/2, −D/2) of the opening example.

```lean
/-- The perturbation `D c s [[2cs, s² - c²], [s² - c², -2cs]]`. -/
def optimalV (D c s : ℝ) : Matrix (Fin 2) (Fin 2) ℂ :=
  traceless (D * c * s * (2 * c * s)) (D * c * s * (s ^ 2 - c ^ 2))
```

## Lengths and norms

The upper estimate for the length of V v is the definition of the norm, squared:

|(V v)₀|² + |(V v)₁|² ≤ ‖V‖² (|v₀|² + |v₁|²).

In the proof, `WithLp.toLp 2 v` regards v as a Euclidean vector, `le_opNorm` supplies the inequality, and `EuclideanSpace.norm_sq_eq` writes the squared lengths as sums over components.

```lean
/-- A matrix stretches the squared length of a state by at most its squared operator norm. -/
theorem sum_sq_mulVec_le (V : Matrix (Fin 2) (Fin 2) ℂ) (v : Fin 2 → ℂ) :
    ∑ i, ‖(V *ᵥ v) i‖ ^ 2 ≤ opNorm V ^ 2 * ∑ i, ‖v i‖ ^ 2 := by
  have h := (Matrix.toEuclideanCLM (n := Fin 2) (𝕜 := ℂ) V).le_opNorm (WithLp.toLp 2 v)
  have h2 := pow_le_pow_left₀ (norm_nonneg _) h 2
  rw [mul_pow, EuclideanSpace.norm_sq_eq, EuclideanSpace.norm_sq_eq] at h2
  exact h2
```

For the traceless matrix the length can be computed exactly:

|a v₀ + b v₁|² + |b v₀ − a v₁|² = (a² + b²)(|v₀|² + |v₁|²),

because the cross terms 2ab Re(v₀* v₁) enter with opposite signs. If a² + b² = k² with k ≥ 0, every length is multiplied by k, and the norm is therefore at most k. The step `key` is this identity, checked by splitting each complex number into real and imaginary parts; `opNorm_le_bound` turns it into a statement about the norm.

```lean
/-- The traceless matrix with entries `a, b` has operator norm at most `k` when
`a² + b² = k²` and `k ≥ 0`. -/
theorem opNorm_traceless_le (a b k : ℝ) (hk : 0 ≤ k) (h : a ^ 2 + b ^ 2 = k ^ 2) :
    opNorm (traceless a b) ≤ k := by
  have n : ∀ z : ℂ, ‖z‖ ^ 2 = z.re ^ 2 + z.im ^ 2 := by
    intro z
    rw [Complex.sq_norm, Complex.normSq_apply]
    ring
  -- the matrix is `k` times a reflection, so it scales every length by `k`
  have key : ∀ v : Fin 2 → ℂ,
      ∑ i, ‖(traceless a b *ᵥ v) i‖ ^ 2 = k ^ 2 * ∑ i, ‖v i‖ ^ 2 := by
    intro v
    have e0 : (traceless a b *ᵥ v) 0 = (a : ℂ) * v 0 + (b : ℂ) * v 1 := by
      simp [traceless, Matrix.mulVec, dotProduct, Fin.sum_univ_two]
    have e1 : (traceless a b *ᵥ v) 1 = (b : ℂ) * v 0 + -(a : ℂ) * v 1 := by
      simp [traceless, Matrix.mulVec, dotProduct, Fin.sum_univ_two]
    rw [Fin.sum_univ_two, Fin.sum_univ_two, e0, e1, ← h]
    simp only [n, Complex.add_re, Complex.add_im, Complex.mul_re, Complex.mul_im,
      Complex.neg_re, Complex.neg_im, Complex.ofReal_re, Complex.ofReal_im]
    ring
  refine ContinuousLinearMap.opNorm_le_bound _ hk fun x => ?_
  apply (sq_le_sq₀ (norm_nonneg _) (mul_nonneg hk (norm_nonneg _))).mp
  rw [mul_pow, EuclideanSpace.norm_sq_eq, EuclideanSpace.norm_sq_eq]
  exact (key x.ofLp).le
```

## The exact cost of mixing

Now let V be arbitrary, and let x = (c, s) be normalised, with complex amplitudes and

(H₀ + V) x = E x.

The eigenvalue E may be complex, since V need not be Hermitian. Solving for V x gives

(V x)₀ = E c,
(V x)₁ = (E − D) s.

Write p = |s|², so that |c|² = 1 − p. Then

|V x|² = |E|² (1 − p) + |E − D|² p
= |E|² − 2 D p Re E + D² p
= |E − D p|² + D² p (1 − p).

Hence

|V x|² = D² |c|² |s|² + |E − D |s|²|².

The first term is the cost of the mixing. The second is the cost of moving the eigenvalue away from the mean bare energy D |s|². In the proof, `e0` and `e1` are the two components of V x, `hp` eliminates |c|², and the closing `ring` completes the square.

```lean
/-- For a normalised eigenvector `(c, s)` with eigenvalue `E`, the squared length of `V (c, s)`
is the squared mixing term plus the squared distance of `E` from the mean bare energy. -/
theorem perturbation_identity (D : ℝ) (V : Matrix (Fin 2) (Fin 2) ℂ) (c s E : ℂ)
    (hcs : ‖c‖ ^ 2 + ‖s‖ ^ 2 = 1) (h : (bareH D + V) *ᵥ ![c, s] = E • ![c, s]) :
    ∑ i, ‖(V *ᵥ ![c, s]) i‖ ^ 2 =
      D ^ 2 * ‖c‖ ^ 2 * ‖s‖ ^ 2 + ‖E - ((D * ‖s‖ ^ 2 : ℝ) : ℂ)‖ ^ 2 := by
  -- the eigenvalue equation, solved for the action of V
  have e0 : (V *ᵥ ![c, s]) 0 = E * c := by
    have h0 := congrFun h 0
    simp [bareH, Matrix.mulVec, dotProduct, Fin.sum_univ_two] at h0 ⊢
    linear_combination h0
  have e1 : (V *ᵥ ![c, s]) 1 = (E - (D : ℂ)) * s := by
    have h1 := congrFun h 1
    simp [bareH, Matrix.mulVec, dotProduct, Fin.sum_univ_two] at h1 ⊢
    linear_combination h1
  have n : ∀ z : ℂ, ‖z‖ ^ 2 = z.re ^ 2 + z.im ^ 2 := by
    intro z
    rw [Complex.sq_norm, Complex.normSq_apply]
    ring
  have hp : ‖c‖ ^ 2 = 1 - ‖s‖ ^ 2 := by linarith
  rw [Fin.sum_univ_two, e0, e1, norm_mul, norm_mul, mul_pow, mul_pow, hp, n E,
    n (E - (D : ℂ)), n (E - ((D * ‖s‖ ^ 2 : ℝ) : ℂ))]
  simp only [Complex.sub_re, Complex.sub_im, Complex.ofReal_re, Complex.ofReal_im]
  ring
```

Dropping the second square and using the estimate for |V x| with |x| = 1 gives

D² |c|² |s|² ≤ |V x|² ≤ ‖V‖²,

and, since both sides are squares of non-negative numbers,

|D| |c| |s| ≤ ‖V‖.

`rotation_bound` states this for every real D, every complex V and every normalised eigenvector. The lemma `sq_le_sq₀` takes the square root at the end.

```lean
/-- Eigenvector rotation bound: for every normalised eigenvector `(c, s)` of `diag(0, D) + V`,
the level spacing times `|c| |s|` is at most the operator norm of `V`. -/
theorem rotation_bound (D : ℝ) (V : Matrix (Fin 2) (Fin 2) ℂ) (c s E : ℂ)
    (hcs : ‖c‖ ^ 2 + ‖s‖ ^ 2 = 1) (h : (bareH D + V) *ᵥ ![c, s] = E • ![c, s]) :
    |D| * ‖c‖ * ‖s‖ ≤ opNorm V := by
  have h0 : 0 ≤ opNorm V := norm_nonneg _
  have h1 := sum_sq_mulVec_le V ![c, s]
  have hn : ∑ i, ‖(![c, s] : Fin 2 → ℂ) i‖ ^ 2 = 1 := by
    simpa [Fin.sum_univ_two] using hcs
  rw [perturbation_identity D V c s E hcs h, hn, mul_one] at h1
  apply (sq_le_sq₀ (by positivity) h0).mp
  rw [mul_pow, mul_pow, sq_abs]
  linarith [sq_nonneg ‖E - ((D * ‖s‖ ^ 2 : ℝ) : ℂ)‖]
```

With |c| = cos θ and |s| = sin θ, the inequality reads |D| sin 2θ ≤ 2‖V‖. It controls the distance from an unmixed state but does not say which of the two levels the state resembles, and it is no restriction once ‖V‖ ≥ |D|/2. For a two-state model of configuration mixing, it limits the mixing |c| |s| by the ratio ‖V‖/|D| when D ≠ 0, without an expansion in V. First-order Rayleigh-Schrödinger theory for a Hermitian V estimates the admixed amplitude as |V₀₁|/|D|, which contains only the off-diagonal coupling; |V₀₁| could not replace ‖V‖ in the bound, because diagonal elements of V can close the gap. In the opening example V₀₁ = 0, and yet the equal mixture is an eigenvector.

## Equality at every real mixing

The matrix constructed above satisfies

(2cs)² + (s² − c²)² = (c² + s²)² = 1,

so its norm is at most |D| |c| |s|. The general bound, applied to the eigenvector (c, s) of H₀ + V, gives the reverse inequality. `rotation_bound_sharp` collects three facts: the perturbation is Hermitian, (c, s) is an eigenvector of the full Hamiltonian with eigenvalue D s², and

|D| |c| |s| = ‖V‖.

The constant in the bound is therefore the best possible, even among Hermitian perturbations. In the proof, `heig` checks the eigenvalue equation component by component, with `linear_combination` inserting c² + s² = 1 where it is needed, and `le_antisymm` joins the two inequalities.

```lean
/-- The bound is attained at every real mixing: `optimalV D c s` is Hermitian, `(c, s)` is an
eigenvector of the perturbed Hamiltonian with eigenvalue `D s²`, and equality holds. -/
theorem rotation_bound_sharp (D c s : ℝ) (h : c ^ 2 + s ^ 2 = 1) :
    (optimalV D c s).IsHermitian ∧
    (bareH D + optimalV D c s) *ᵥ ![(c : ℂ), (s : ℂ)] =
      ((D : ℂ) * (s : ℂ) ^ 2) • ![(c : ℂ), (s : ℂ)] ∧
    |D| * ‖(c : ℂ)‖ * ‖(s : ℂ)‖ = opNorm (optimalV D c s) := by
  have hC : (c : ℂ) ^ 2 + (s : ℂ) ^ 2 = 1 := by exact_mod_cast h
  have herm : ∀ a b : ℝ, (traceless a b).IsHermitian := by
    intro a b
    ext i j
    fin_cases i <;> fin_cases j <;> simp [traceless, Matrix.conjTranspose_apply]
  have heig : (bareH D + optimalV D c s) *ᵥ ![(c : ℂ), (s : ℂ)] =
      ((D : ℂ) * (s : ℂ) ^ 2) • ![(c : ℂ), (s : ℂ)] := by
    funext i
    fin_cases i
    · simp [bareH, optimalV, traceless, Matrix.mulVec, dotProduct, Fin.sum_univ_two]
      linear_combination (D : ℂ) * c * s ^ 2 * hC
    · simp [bareH, optimalV, traceless, Matrix.mulVec, dotProduct, Fin.sum_univ_two]
      linear_combination (-((D : ℂ) * c ^ 2 * s + D * s)) * hC
  refine ⟨herm _ _, heig, le_antisymm ?_ ?_⟩
  · refine rotation_bound D _ _ _ _ ?_ heig
    simpa only [Complex.norm_real, Real.norm_eq_abs, sq_abs] using h
  · apply opNorm_traceless_le _ _ _ (by positivity)
    simp only [mul_pow, Complex.norm_real, Real.norm_eq_abs, sq_abs]
    linear_combination D ^ 2 * c ^ 2 * s ^ 2 * (c ^ 2 + s ^ 2 + 1) * h
```

The choice of norm matters here. Had the size of V been measured by the Frobenius norm, the root of the sum of all squared entries, the inequality would still hold, because that norm is never smaller than the operator norm. This family would no longer attain it, however: the Frobenius norm of each member is √2 |D| |c| |s|, too large by a factor √2 whenever the mixing and D are non-zero.

## Closing the gap by shifting one level is not the cheapest way to mix

Another perturbation that mixes the levels fully removes the gap and adds a coupling v:

V = [[0, v], [v, −D]], with D > 0 and v real.

The full Hamiltonian is then [[0, v], [v, 0]], whose eigenvectors for v ≠ 0 are equal mixtures. This V does not attain the bound. Acting on level 1, it gives

V (0, 1) = (v, −D), with squared length v² + D² ≥ D²,

so ‖V‖ ≥ D. On the other side, (|c| − |s|)² ≥ 0 and normalisation give |c| |s| ≤ 1/2. Together,

D |c| |s| ≤ D/2 < D ≤ ‖V‖.

The theorem holds for every normalised (c, s), eigenvector or not. The perturbation pays for shifting one level by the whole of D, whereas moving both levels by D/2 towards each other costs half as much in operator norm. The two shifts differ only by a constant energy D/2, which changes no eigenvector but does count in the norm. The bound therefore also holds with V replaced by V plus any multiple of the identity, and it is tightest for the multiple that makes the norm smallest.

```lean
/-- For `V = [[0, v], [v, -D]]` with `D > 0`, every normalised state `(c, s)` has
`D |c| |s|` strictly below the operator norm of `V`. -/
theorem strict_of_cancelled_gap (D v : ℝ) (hD : 0 < D) (c s : ℂ)
    (hcs : ‖c‖ ^ 2 + ‖s‖ ^ 2 = 1) :
    D * ‖c‖ * ‖s‖ < opNorm !![0, (v : ℂ); (v : ℂ), -(D : ℂ)] := by
  have h0 : 0 ≤ opNorm !![0, (v : ℂ); (v : ℂ), -(D : ℂ)] := norm_nonneg _
  -- acting on the upper level shows that the norm is at least D
  have h1 := sum_sq_mulVec_le !![0, (v : ℂ); (v : ℂ), -(D : ℂ)] ![0, 1]
  have e : ∑ i, ‖(!![0, (v : ℂ); (v : ℂ), -(D : ℂ)] *ᵥ ![0, 1]) i‖ ^ 2 = v ^ 2 + D ^ 2 := by
    simp [Matrix.mulVec, dotProduct, Fin.sum_univ_two]
  have e' : ∑ i, ‖(![0, 1] : Fin 2 → ℂ) i‖ ^ 2 = 1 := by
    simp [Fin.sum_univ_two]
  rw [e, e', mul_one] at h1
  have h2 := (sq_le_sq₀ hD.le h0).mp (by linarith [sq_nonneg v])
  have h3 : ‖c‖ * ‖s‖ ≤ 1 / 2 := by nlinarith [sq_nonneg (‖c‖ - ‖s‖)]
  have h4 := mul_le_mul_of_nonneg_left h3 hD.le
  rw [← mul_assoc] at h4
  linarith
```

## The spread of the bare energy in any dimension

The argument does not depend on there being two levels. Let H₀ and V be bounded operators on a complex inner product space, and let x be a unit vector with

H₀ x + V x = ε x.

Put m = ⟨x, H₀ x⟩ and let r = H₀ x − m x be the residual. Then ⟨x, r⟩ = m − m = 0, and the eigenvalue equation becomes

−V x = r + (m − ε) x.

The two terms on the right are orthogonal, so

|V x|² = |r|² + |m − ε|²,

and therefore |r| ≤ |V x| ≤ ‖V‖. In the proof, `horth` is the orthogonality, `e` is the decomposition of −V x, and `norm_add_sq` gives Pythagoras' theorem once the cross term vanishes.

For H₀ = diag(0, D) and x = (c, s), the mean is m = D |s|² and the residual is

r = D (−|s|² c, |c|² s), with |r| = |D| |c| |s|,

which is the two-level mixing term again. When H₀ is self-adjoint, |r| is the standard deviation of the bare energy in the state x, so an eigenstate of the perturbed system cannot have a bare-energy spread larger than ‖V‖.

The theorem takes H₀ and V as continuous linear maps defined on the whole space. That includes any Hamiltonian in a finite basis, but not the unbounded kinetic energy operator of the continuum. The existence of the eigenvector is assumed; in infinite dimension a perturbed operator may have none.

```lean
/-- In any dimension, for a normalised eigenvector `x` of `H₀ + V`, the part of `H₀ x`
orthogonal to `x` has length at most the operator norm of `V`. -/
theorem residual_le_opNorm {F : Type*} [NormedAddCommGroup F] [InnerProductSpace ℂ F]
    (H₀ V : F →L[ℂ] F) (x : F) (ε : ℂ) (hx : ‖x‖ = 1) (h : H₀ x + V x = ε • x) :
    ‖H₀ x - (inner ℂ x (H₀ x)) • x‖ ≤ ‖V‖ := by
  have horth : inner ℂ x (H₀ x - (inner ℂ x (H₀ x)) • x) = 0 := by
    rw [inner_sub_right, inner_smul_right, inner_self_eq_norm_sq_to_K, hx]
    simp
  have horth' := inner_eq_zero_symm.mp horth
  -- split -V x into the residual and a multiple of x
  have e : (H₀ x - (inner ℂ x (H₀ x)) • x) + (inner ℂ x (H₀ x) - ε) • x = -(V x) := by
    rw [sub_smul, ← h]
    abel
  have hp := norm_add_sq (𝕜 := ℂ) (H₀ x - (inner ℂ x (H₀ x)) • x)
    ((inner ℂ x (H₀ x) - ε) • x)
  rw [e, inner_smul_right, horth', mul_zero, map_zero, mul_zero, add_zero, norm_neg] at hp
  have hV : ‖V x‖ ≤ ‖V‖ := by simpa [hx] using V.le_opNorm x
  refine le_trans ((sq_le_sq₀ (norm_nonneg _) (norm_nonneg _)).mp ?_) hV
  linarith [sq_nonneg ‖(inner ℂ x (H₀ x) - ε) • x‖]

end

end EigenvectorRotationBound
```

```lean
#print axioms EigenvectorRotationBound.rotation_bound_sharp
-- 'EigenvectorRotationBound.rotation_bound_sharp' depends on axioms: [propext, Classical.choice, Quot.sound]
#print axioms EigenvectorRotationBound.strict_of_cancelled_gap
-- 'EigenvectorRotationBound.strict_of_cancelled_gap' depends on axioms: [propext, Classical.choice, Quot.sound]
#print axioms EigenvectorRotationBound.residual_le_opNorm
-- 'EigenvectorRotationBound.residual_le_opNorm' depends on axioms: [propext, Classical.choice, Quot.sound]
```
